# Second-order bounds on the lowest eigenvalue for a model space at zero energy

Take one state at energy zero, coupled by a real number $b$ to one state at energy $c>0$. A real state $(u,v)$ has the unnormalised energy
$$2buv+cv^2=c\left(v+\frac{b}{c}u\right)^2-\frac{b^2}{c}u^2 .$$
The square is nonnegative, so the energy is at least $-(b^2/c)(u^2+v^2)$. The choice $(1,-b/c)$ makes the square vanish and has squared norm $1+b^2/c^2$. The lowest eigenvalue $E$ therefore satisfies
$$-\frac{b^2}{c}\le E\le-\frac{b^2/c}{1+b^2/c^2}.$$
The left side is the second-order energy; the right side corrects it for the norm of the first-order state.

## Completing the square with matrices

Let
$$H=\begin{pmatrix}0&B^\dagger\\B&C\end{pmatrix},\qquad S=B^\dagger C^{-1}B,$$
with $C$ positive definite. Let the unit vector $x$ maximise $u^\dagger Su$ over unit vectors $u$, with maximum $q$. The claim for the lowest eigenvalue $E$ of $H$ is
$$-q\le E\le-\frac{q}{1+\|C^{-1}Bx\|^2}.$$

For a state $(u,v)$ put $y=C^{-1}Bu$, so that $Cy=Bu$. Since $C$ is Hermitian,
$$u^\dagger B^\dagger v+v^\dagger Bu+v^\dagger Cv=y^\dagger Cv+v^\dagger Cy+v^\dagger Cv=(v+y)^\dagger C(v+y)-y^\dagger Cy,$$
and $y^\dagger Cy=u^\dagger B^\dagger C^{-1}Bu=u^\dagger Su$. In particular $q\ge0$.

**Lower bound.** Rescaling $u$ to unit norm gives $u^\dagger Su\le q\|u\|^2$, which is trivial for $u=0$. Hence the energy of $(u,v)$ is at least $-q\|u\|^2\ge-q(\|u\|^2+\|v\|^2)$. For a ground eigenvector this reads $E\ge-q$.

**Upper bound.** All eigenvalues of $H-E$ are nonnegative, so expansion in its eigenvectors gives $\psi^\dagger H\psi\ge E\|\psi\|^2$ for every $\psi$. The state $(x,-C^{-1}Bx)$ has unnormalised energy $-q$ and squared norm $1+\|C^{-1}Bx\|^2$; division gives the claim.

**With a gap.** If $v^\dagger Cv\ge\Delta\|v\|^2$ with $\Delta>0$, then $y=C^{-1}Bx$ obeys $\Delta\|y\|^2\le y^\dagger Cy=q$. So $\|y\|^2\le q/\Delta$ and $E\le-\Delta q/(\Delta+q)$.

For two electrons on two Hubbard sites with hopping $t$ and on-site repulsion $U>0$, these inequalities bound the error of the second-order energy $-4t^2/U$. In larger connected clusters with one electron per site, electrons can also hop within the outer space. Then $C$ contains the hopping and is positive definite only for large enough $U/|t|$, and $S$ is in general not the usual strong-coupling operator, in which $C$ is replaced by its interaction part.

Positivity of $C$ matters. With $b=1$ and $c=-1$ one finds $q=-1$, and the lower bound would say $E\ge1$, whereas $E=-(1+\sqrt5)/2$.

The same argument, by hand, treats a Hermitian block $A$ in place of the zero block. If the lowest eigenvalue $\mu$ of $A-S$ is at most zero, with unit eigenvector $x$, then $\mu\le E\le\mu/(1+\|C^{-1}Bx\|^2)$.

## States, energies and the block Hamiltonian in Lean

The finite index types `m` and `n` label the model space and the outer space.

```lean
import Mathlib

open Matrix
open scoped ComplexOrder

namespace SecondOrderEnergyBound

noncomputable section

variable {m n : Type*} [Fintype m] [Fintype n] [DecidableEq m] [DecidableEq n]
```

The squared norm is `weight`.

```lean
/-- The squared norm of a state vector. -/
def weight (v : n → ℂ) : ℝ := ∑ i, ‖v i‖ ^ 2
```

The energy `expect` is not divided by the norm. It takes the real part, which for a Hermitian matrix is the whole value.

```lean
/-- The real part of the (unnormalised) expectation value of the matrix `A` in the state `v`. -/
def expect (A : Matrix n n ℂ) (v : n → ℂ) : ℝ := (star v ⬝ᵥ A *ᵥ v).re
```

The zero block puts every model state at the same energy, which is taken as the origin.

```lean
/-- The Hamiltonian with a model space at energy zero, coupled by `B` to an outer space with
Hamiltonian `C`. -/
def blockH (B : Matrix n m ℂ) (C : Matrix n n ℂ) : Matrix (m ⊕ n) (m ⊕ n) ℂ :=
  fromBlocks 0 Bᴴ B C
```

This is $S$.

```lean
/-- The second-order operator `B† C⁻¹ B` on the model space. -/
def secondOrder (B : Matrix n m ℂ) (C : Matrix n n ℂ) : Matrix m m ℂ := Bᴴ * C⁻¹ * B
```

The ground energy is the least real number that has a nonzero eigenvector. The theorems take such an `E` as given.

```lean
/-- `E` is the lowest (real) eigenvalue of `H`. -/
def IsGroundEnergy (H : Matrix n n ℂ) (E : ℝ) : Prop :=
  IsLeast {e : ℝ | ∃ ψ : n → ℂ, ψ ≠ 0 ∧ H *ᵥ ψ = (e : ℂ) • ψ} E
```

## The square and the variational principle

Two facts about norms come first: positivity, and the energy of a constant Hamiltonian.

```lean
omit [DecidableEq n] in
/-- A nonzero state has positive squared norm. -/
theorem weight_pos {v : n → ℂ} (hv : v ≠ 0) : 0 < weight v := by
  obtain ⟨i, hi⟩ := Function.ne_iff.1 hv
  have h : 0 < ‖v i‖ := norm_pos_iff.2 hi
  exact Finset.sum_pos' (fun _ _ => by positivity) ⟨i, Finset.mem_univ i, by positivity⟩

/-- A constant energy `r` has expectation value `r` times the squared norm. -/
theorem expect_smul_one (r : ℝ) (v : n → ℂ) :
    expect ((r : ℂ) • (1 : Matrix n n ℂ)) v = r * weight v := by
  unfold expect weight
  rw [Matrix.smul_mulVec, one_mulVec, dotProduct_smul, smul_eq_mul, Complex.re_ofReal_mul]
  congr 1
  simp only [dotProduct, Complex.re_sum, Pi.star_apply]
  refine Finset.sum_congr rfl fun i _ => ?_
  rw [Complex.star_def, Complex.conj_mul', ← Complex.ofReal_pow, Complex.ofReal_re]
```

Next comes $u^\dagger Su=y^\dagger Cy$. Mathlib's `PosDef` supplies both the Hermiticity and the invertibility of $C$.

```lean
omit [DecidableEq m] in
/-- The second-order expectation value in `u` equals the expectation value of `C` in the vector `C⁻¹
B u`. -/
theorem expect_secondOrder {B : Matrix n m ℂ} {C : Matrix n n ℂ} (hC : C.PosDef) (u : m → ℂ) :
    expect (secondOrder B C) u = expect C (C⁻¹ *ᵥ (B *ᵥ u)) := by
  have hdet : IsUnit C.det := (Matrix.isUnit_iff_isUnit_det C).1 hC.isUnit
  have hy : C *ᵥ (C⁻¹ *ᵥ (B *ᵥ u)) = B *ᵥ u := by
    rw [mulVec_mulVec, mul_nonsing_inv C hdet, one_mulVec]
  have h1 : star u ⬝ᵥ secondOrder B C *ᵥ u = star (B *ᵥ u) ⬝ᵥ (C⁻¹ *ᵥ (B *ᵥ u)) := by
    rw [secondOrder, ← mulVec_mulVec, ← mulVec_mulVec, Matrix.dotProduct_mulVec,
      ← Matrix.star_mulVec]
  have h2 (y : n → ℂ) : star y ⬝ᵥ C *ᵥ y = star (C *ᵥ y) ⬝ᵥ y := by
    rw [Matrix.star_mulVec, hC.isHermitian.eq, Matrix.dotProduct_mulVec]
  unfold expect
  rw [h1, h2, hy]
```

The completed square again assumes that $C$ is positive definite. In the proof, `hy` is $Cy=Bu$, while `hcross` and `hB` identify the cross terms.

```lean
omit [DecidableEq m] in
/-- Completing the square: the energy of the state `(u, v)` is the `C`-energy of
`v + C⁻¹ B u` minus the second-order expectation value in `u`. -/
theorem energy_complete_square {B : Matrix n m ℂ} {C : Matrix n n ℂ} (hC : C.PosDef)
    (u : m → ℂ) (v : n → ℂ) :
    expect (blockH B C) (Sum.elim u v) =
      expect C (v + C⁻¹ *ᵥ (B *ᵥ u)) - expect (secondOrder B C) u := by
  rw [expect_secondOrder hC]
  have hdet : IsUnit C.det := (Matrix.isUnit_iff_isUnit_det C).1 hC.isUnit
  have hy : C *ᵥ (C⁻¹ *ᵥ (B *ᵥ u)) = B *ᵥ u := by
    rw [mulVec_mulVec, mul_nonsing_inv C hdet, one_mulVec]
  generalize C⁻¹ *ᵥ (B *ᵥ u) = y at hy ⊢
  have hcross : star y ⬝ᵥ C *ᵥ v = star (B *ᵥ u) ⬝ᵥ v := by
    rw [← hy, Matrix.star_mulVec, hC.isHermitian.eq, Matrix.dotProduct_mulVec]
  have hB : star u ⬝ᵥ Bᴴ *ᵥ v = star (B *ᵥ u) ⬝ᵥ v := by
    rw [Matrix.dotProduct_mulVec, ← Matrix.star_mulVec]
  have hsplit (a : m → ℂ) (b : n → ℂ) :
      star (Sum.elim u v) ⬝ᵥ Sum.elim a b = star u ⬝ᵥ a + star v ⬝ᵥ b := by
    simp [dotProduct, Fintype.sum_sum_type]
  unfold expect
  rw [blockH, fromBlocks_mulVec, hsplit, Sum.elim_comp_inl, Sum.elim_comp_inr, zero_mulVec,
    zero_add, hB, mulVec_add, star_add, add_dotProduct, dotProduct_add, dotProduct_add,
    dotProduct_add, hcross, hy]
  simp only [Complex.add_re]
  ring
```

The variational principle is stated for a Hermitian $H$. An eigenvector of $H-E$ is also one of $H$, so minimality of `E` makes its eigenvalue nonnegative. The spectral theorem then makes $H-E$ positive semidefinite.

```lean
/-- Variational principle: no state has an energy per squared norm below the lowest
eigenvalue. -/
theorem variational {H : Matrix n n ℂ} (hH : H.IsHermitian) {E : ℝ}
    (hE : IsGroundEnergy H E) (ψ : n → ℂ) : E * weight ψ ≤ expect H ψ := by
  have hA : (H - (E : ℂ) • (1 : Matrix n n ℂ)).IsHermitian := by
    unfold Matrix.IsHermitian
    rw [conjTranspose_sub, conjTranspose_smul, conjTranspose_one, hH.eq]
    simp
  -- every eigenvalue of H - E is nonnegative, since E is the lowest one of H
  have hpos : (H - (E : ℂ) • (1 : Matrix n n ℂ)).PosSemidef := by
    rw [hA.posSemidef_iff_eigenvalues_nonneg]
    intro i
    obtain ⟨w, hw, hv⟩ : ∃ w : n → ℂ, w ≠ 0 ∧
        (H - (E : ℂ) • (1 : Matrix n n ℂ)) *ᵥ w = hA.eigenvalues i • w := by
      refine ⟨(hA.eigenvectorBasis i).ofLp, fun h => ?_, hA.mulVec_eigenvectorBasis i⟩
      apply hA.eigenvectorBasis.orthonormal.ne_zero i
      ext j
      exact congrFun h j
    have hmem : E ≤ hA.eigenvalues i + E := by
      refine hE.2 ⟨w, hw, ?_⟩
      rw [sub_mulVec, Matrix.smul_mulVec, one_mulVec] at hv
      ext j
      have hj := congrFun hv j
      simp only [Pi.sub_apply, Pi.smul_apply, smul_eq_mul, Complex.real_smul] at hj ⊢
      push_cast
      linear_combination hj
    show (0 : ℝ) ≤ hA.eigenvalues i
    linarith
  have h := (Complex.le_def.1 (hpos.dotProduct_mulVec_nonneg ψ)).1
  rw [sub_mulVec, dotProduct_sub, Complex.sub_re, Complex.zero_re] at h
  have h1 := expect_smul_one E ψ
  unfold expect at h1 ⊢
  linarith
```

The trial state removes the square. This step assumes a positive definite $C$, but neither a normalised nor a maximising `x`.

```lean
/-- The lowest eigenvalue times the squared norm of the trial state `(x, -C⁻¹ B x)` is at most minus
the second-order expectation value in `x`. -/
theorem trial_bound {B : Matrix n m ℂ} {C : Matrix n n ℂ} (hC : C.PosDef) {E : ℝ}
    (hE : IsGroundEnergy (blockH B C) E) (x : m → ℂ) :
    E * (weight x + weight (C⁻¹ *ᵥ (B *ᵥ x))) ≤ -expect (secondOrder B C) x := by
  have hH : (blockH B C).IsHermitian := by
    unfold Matrix.IsHermitian blockH
    rw [fromBlocks_conjTranspose, hC.isHermitian.eq]
    simp
  have h := variational hH hE (Sum.elim x (-(C⁻¹ *ᵥ (B *ᵥ x))))
  rw [energy_complete_square hC, neg_add_cancel] at h
  have h0 : expect C 0 = 0 := by simp [expect]
  have hw : weight (Sum.elim x (-(C⁻¹ *ᵥ (B *ᵥ x)))) =
      weight x + weight (C⁻¹ *ᵥ (B *ᵥ x)) := by
    simp [weight, Fintype.sum_sum_type]
  rw [h0, hw] at h
  linarith
```

## The two-sided bound and the Hubbard dimer

The hypotheses `hx` and `hmax` say that `x` is a unit maximiser; in finite dimension one exists whenever the model space is nonzero. In the proof, `hscale` is the rescaling step, and the ground eigenvector is then inserted into the completed square.

```lean
/-- Two-sided second-order bound for positive definite `C`: if the unit vector `x` maximises the
second-order expectation value, with maximum `q`, the lowest eigenvalue lies between `-q` and `-q /
(1 + ‖C⁻¹ B x‖²)`. -/
theorem two_sided_bound {B : Matrix n m ℂ} {C : Matrix n n ℂ} (hC : C.PosDef) {E : ℝ}
    (hE : IsGroundEnergy (blockH B C) E) {x : m → ℂ} (hx : weight x = 1)
    (hmax : ∀ u, weight u = 1 → expect (secondOrder B C) u ≤ expect (secondOrder B C) x) :
    -expect (secondOrder B C) x ≤ E ∧
      E ≤ -expect (secondOrder B C) x / (1 + weight (C⁻¹ *ᵥ (B *ᵥ x))) := by
  have hCpos (v : n → ℂ) : 0 ≤ expect C v :=
    (Complex.le_def.1 (hC.posSemidef.dotProduct_mulVec_nonneg v)).1
  have hq : 0 ≤ expect (secondOrder B C) x := by
    rw [expect_secondOrder hC]
    exact hCpos _
  constructor
  · -- rescaling extends the maximum property to vectors of any norm
    have hscale (u : m → ℂ) :
        expect (secondOrder B C) u ≤ expect (secondOrder B C) x * weight u := by
      by_cases hu : u = 0
      · subst hu
        simp [expect, weight]
      have hw := weight_pos hu
      obtain ⟨r, hr⟩ : ∃ r : ℝ, r ^ 2 * weight u = 1 :=
        ⟨(√(weight u))⁻¹, by rw [inv_pow, Real.sq_sqrt hw.le, inv_mul_cancel₀ hw.ne']⟩
      have h1 : weight ((r : ℂ) • u) = 1 := by
        rw [← hr]
        simp [weight, mul_pow, Finset.mul_sum]
      have h2 : expect (secondOrder B C) ((r : ℂ) • u) =
          r ^ 2 * expect (secondOrder B C) u := by
        unfold expect
        rw [star_smul, mulVec_smul, smul_dotProduct, dotProduct_smul]
        simp only [smul_eq_mul, Complex.star_def, Complex.conj_ofReal, Complex.re_ofReal_mul]
        ring
      have h3 := hmax _ h1
      rw [h2] at h3
      have h4 := mul_le_mul_of_nonneg_left h3 hw.le
      linear_combination h4 - expect (secondOrder B C) u * hr
    -- evaluate the energy in the ground state
    obtain ⟨ψ, hψ, hEψ⟩ := hE.1
    have hen : expect (blockH B C) ψ = E * weight ψ := by
      rw [← expect_smul_one]
      unfold expect
      rw [hEψ, Matrix.smul_mulVec, one_mulVec]
    have hsq := energy_complete_square (B := B) hC (ψ ∘ Sum.inl) (ψ ∘ Sum.inr)
    rw [Sum.elim_comp_inl_inr, hen] at hsq
    have hsum : weight ψ = weight (ψ ∘ Sum.inl) + weight (ψ ∘ Sum.inr) := by
      simp [weight, Fintype.sum_sum_type]
    have hv : 0 ≤ weight (ψ ∘ Sum.inr) := Finset.sum_nonneg fun _ _ => by positivity
    have h1 := hscale (ψ ∘ Sum.inl)
    have h2 := hCpos (ψ ∘ Sum.inr + C⁻¹ *ᵥ (B *ᵥ (ψ ∘ Sum.inl)))
    have h3 := mul_nonneg hq hv
    have h4 : -expect (secondOrder B C) x * weight ψ ≤ E * weight ψ := by
      rw [hsq, hsum]
      linarith
    exact le_of_mul_le_mul_right h4 (weight_pos hψ)
  · have hs : 0 ≤ weight (C⁻¹ *ᵥ (B *ᵥ x)) := Finset.sum_nonneg fun _ _ => by positivity
    have h := trial_bound hC hE x
    rw [hx] at h
    rwa [le_div_iff₀ (by linarith)]
```

The hypothesis `hgap` states that every outer state lies at least $\Delta$ above the model space. The maximum property is not needed here.

```lean
/-- If the outer space lies at least `Δ > 0` above the model space, any unit vector `x` with
second-order expectation value `q` gives the upper bound `-Δ q / (Δ + q)`. -/
theorem gap_bound {B : Matrix n m ℂ} {C : Matrix n n ℂ} (hC : C.PosDef) {E Δ : ℝ}
    (hE : IsGroundEnergy (blockH B C) E) (hΔ : 0 < Δ)
    (hgap : ∀ v, Δ * weight v ≤ expect C v) {x : m → ℂ} (hx : weight x = 1) :
    E ≤ -(Δ * expect (secondOrder B C) x / (Δ + expect (secondOrder B C) x)) := by
  have h := trial_bound hC hE x
  have hg := hgap (C⁻¹ *ᵥ (B *ᵥ x))
  rw [← expect_secondOrder hC] at hg
  have hs : 0 ≤ weight (C⁻¹ *ᵥ (B *ᵥ x)) := Finset.sum_nonneg fun _ _ => by positivity
  rw [hx] at h
  generalize weight (C⁻¹ *ᵥ (B *ᵥ x)) = s at h hg hs
  generalize expect (secondOrder B C) x = q at h hg ⊢
  have hq : 0 ≤ q := (mul_nonneg hΔ.le hs).trans hg
  have h1 : E ≤ -q / (1 + s) := by rwa [le_div_iff₀ (by linarith)]
  have h2 : Δ * q / (Δ + q) ≤ q / (1 + s) := by
    rw [div_le_div_iff₀ (by linarith) (by linarith)]
    linear_combination mul_le_mul_of_nonneg_left hg hq
  rw [neg_div] at h1
  linarith
```

For the two-site Hubbard model, the theorem starts from the $2\times2$ block of the two singlets that hopping couples, with hopping $t$ and on-site repulsion $U$, and does not derive it from the fermionic Hamiltonian. Here $S$ is the number $4t^2/U$, so every unit vector is a maximiser, and the gap is $\Delta=U$.

```lean
/-- Two-site Hubbard singlet block, a covalent state at energy zero coupled by `-2t` to an ionic
state at energy `U > 0`: its lowest eigenvalue lies between `-4t²/U` and
`-4t²U/(U² + 4t²)`. -/
theorem hubbard_dimer_bound {t U E : ℝ} (hU : 0 < U)
    (hE : IsGroundEnergy (blockH !![(-2 * t : ℂ)] !![(U : ℂ)]) E) :
    -(4 * t ^ 2 / U) ≤ E ∧ E ≤ -(4 * t ^ 2 * U / (U ^ 2 + 4 * t ^ 2)) := by
  have hUc : (U : ℂ) ≠ 0 := by exact_mod_cast hU.ne'
  have hC : (!![(U : ℂ)]).PosDef := by
    have hd : !![(U : ℂ)] = Matrix.diagonal fun _ => (U : ℂ) := by
      ext i j
      fin_cases i; fin_cases j; simp
    rw [hd]
    exact Matrix.PosDef.diagonal fun _ => by exact_mod_cast hU
  have hone : !![(U : ℂ)] = (U : ℂ) • (1 : Matrix (Fin 1) (Fin 1) ℂ) := by
    ext i j
    fin_cases i; fin_cases j; simp
  have hinv : (!![(U : ℂ)])⁻¹ = !![(U : ℂ)⁻¹] := by
    apply Matrix.inv_eq_right_inv
    ext i j
    fin_cases i; fin_cases j; simp [Matrix.mul_apply, hUc]
  have hS : secondOrder !![(-2 * t : ℂ)] !![(U : ℂ)] =
      ((4 * t ^ 2 / U : ℝ) : ℂ) • (1 : Matrix (Fin 1) (Fin 1) ℂ) := by
    rw [secondOrder, hinv]
    ext i j
    fin_cases i; fin_cases j
    simp [Matrix.mul_apply]
    ring
  have hx : weight (fun _ : Fin 1 => (1 : ℂ)) = 1 := by simp [weight]
  have hval (u : Fin 1 → ℂ) (hu : weight u = 1) :
      expect (secondOrder !![(-2 * t : ℂ)] !![(U : ℂ)]) u = 4 * t ^ 2 / U := by
    rw [hS, expect_smul_one, hu, mul_one]
  constructor
  · have h := (two_sided_bound hC hE hx fun u hu => by rw [hval u hu, hval _ hx]).1
    rwa [hval _ hx] at h
  · have h := gap_bound hC hE hU (fun v => by rw [hone, expect_smul_one]) hx
    rw [hval _ hx] at h
    have h1 : U + 4 * t ^ 2 / U ≠ 0 := by positivity
    have h2 : U ^ 2 + 4 * t ^ 2 ≠ 0 := by positivity
    have h3 : U * (4 * t ^ 2 / U) / (U + 4 * t ^ 2 / U) =
        4 * t ^ 2 * U / (U ^ 2 + 4 * t ^ 2) := by
      rw [div_eq_div_iff h1 h2]
      field_simp
    rwa [h3] at h

end

end SecondOrderEnergyBound
```

```lean
#print axioms SecondOrderEnergyBound.gap_bound
#print axioms SecondOrderEnergyBound.hubbard_dimer_bound
```

```
'SecondOrderEnergyBound.gap_bound' depends on axioms: [propext, Classical.choice, Quot.sound]
'SecondOrderEnergyBound.hubbard_dimer_bound' depends on axioms: [propext, Classical.choice, Quot.sound]
```
